# With a nonzero gradient, the one-mode partitioned RFO step is uphill in the quadratic model for the upper root and downhill for the lower

A: Take one mode with Hessian eigenvalue $b$ and gradient component $f \neq 0$. Choose $e = 1$ for the upper root or $e = -1$ for the lower one, and set

$$u = \frac{b + eR}{2}, \qquad R = \sqrt{b^2 + 4f^2}, \qquad h = -\frac{f}{b-u}.$$

Here $u$ is the level shift and $h$ the step of partitioned rational function optimisation (RFO) along this mode. Then $b - u \neq 0$, and both the first-order energy change $fh$ and the quadratic one, $q(h) = fh + bh^2/2$, have the sign of $e$, whatever the sign of $b$.

Q: A Newton step doesn't behave like that. It gives $f\cdot(-f/b) = -f^2/b$, so the curvature decides whether I climb. Why should a shift change this?

A: Because the shift puts $u$ on a known side of $b$. Start with the product

$$u(u-b) = \frac{(eR+b)(eR-b)}{4} = \frac{R^2-b^2}{4} = f^2,$$

where $e^2 = 1$ was used. Since $f \neq 0$, we have $R > |b|$, and therefore

$$e(u-b) = \frac{R - eb}{2} > 0.$$

So the denominator is nonzero, and $h = f/(u-b)$, that is, $(u-b)h = f$. Multiplying by $h$ gives $fh = (u-b)h^2$. This has the sign of $e$, because $h \neq 0$. Also $fh = f^2/(u-b) = u$.

Q: That is the slope. With a large curvature of the wrong sign, the second-order term could still reverse the energy change.

A: It can't, because the two terms combine:

$$q(h) = (u-b)h^2 + \frac{b h^2}{2} = \Big(u - \frac b2\Big)h^2 = \frac{eR\,h^2}{2}.$$

Q: And where is the rational function in all this? So far $u$ is just a formula.

A: The rational model is $q(x)/(1+x^2)$. Its denominator keeps the model bounded at long displacements, and the 1 in it fixes the length scale, so the step depends on the unit chosen for $x$. Inserting $f = (u-b)h$ and $u = (u-b)h^2$ gives

$$\frac u2(1+x^2) - q(x) = \frac{u-b}{2}\,(x-h)^2.$$

At $x = h$ the model therefore equals $u/2$. Everywhere else it lies below $u/2$ for $e = 1$ and above it for $e = -1$.

The same $u$ comes from an eigenvalue problem. The equation

$$\begin{pmatrix} b & f\\ f & 0\end{pmatrix}\begin{pmatrix} x\\ 1\end{pmatrix} = \mu\begin{pmatrix} x\\ 1\end{pmatrix}$$

says $bx + f = \mu x$ and $fx = \mu$. Multiplying the first by $f$ and using the second gives $\mu(\mu-b) = f^2$, whose roots are the two values of $u$. Then $x = f/(\mu-b) = h$. The normalised eigenvector is $(h,1)/\sqrt{1+h^2}$.

Q: Fine. Now show me that the Lean definitions are these objects and not something more convenient.

A: Here they are. All quantities are real numbers, with the units already divided out.

```lean
import Mathlib

open Matrix

namespace PartitionedRFO

noncomputable section

/-- The level shift of one mode with Hessian eigenvalue `b` and gradient component `f`;
`e = 1` selects the upper root and `e = -1` the lower root. -/
def shift (b f e : ℝ) : ℝ := (b + e * √(b ^ 2 + 4 * f ^ 2)) / 2

/-- The partitioned RFO step along the mode, for `f ≠ 0` and `e = 1` or `e = -1`. -/
def step (b f e : ℝ) : ℝ := -f / (b - shift b f e)

/-- The energy change predicted by the quadratic model for a displacement `x`. -/
def quadModel (b f x : ℝ) : ℝ := f * x + b * x ^ 2 / 2

/-- The energy change predicted by the rational function model for a displacement `x`. -/
def ratModel (b f x : ℝ) : ℝ := quadModel b f x / (1 + x ^ 2)

/-- The augmented Hessian of a single mode. -/
def augHessian (b f : ℝ) : Matrix (Fin 2) (Fin 2) ℝ := !![b, f; f, 0]
```

`shift` is $u$, `step` is $h$, `quadModel` is $q$, and `ratModel` is the rational model. `augHessian` is the $2\times 2$ matrix above, with the mode first and the auxiliary entry last. The energy is measured from the current geometry, so both models vanish at $x = 0$.

Q: The definition of `shift` accepts any real `e`. What does the main theorem actually assume?

A: `prfo_step_sign` takes any real `b`, the hypothesis `f ≠ 0`, and `e = 1 ∨ e = -1`. It concludes three things: `b - shift b f e ≠ 0`, and that `e` times each of the two energy changes is positive. For $e = \pm1$, a positive product with $e$ means having the sign of $e$.

Q: Is `f ≠ 0` physics, or a convenience for the proof?

A: Physics. Take $b = 1$, $f = 0$, $e = 1$. Then $u = 1 = b$ and the denominator vanishes. The mode sits at the bottom of its well, and the gradient gives no direction in which to climb. With $e = -1$ instead, $u = 0$ and $h = 0$, so the step exists but both energy changes are zero.

Q: In a real transition-state search, one mode is maximised and all the others are minimised together. Is that covered?

A: Only in part. The case $e = 1$ is the uphill step of partitioned RFO along the chosen mode, and its energy change is judged in a quadratic model of that mode alone. The minimised modes normally share one shift, which depends on all their gradient components. The case $e = -1$ therefore covers a single minimised mode, but in general not several. Step-length limits, approximate Hessians and the true energy surface are absent too: the signs concern the predicted change.

Q: Then take me through the proof. Where does the secular equation enter?

A: First of all. The square root is replaced by its defining property $R^2 = b^2 + 4f^2$, called `hs`, and both signs of `e` are checked. `linear_combination hs / 4` is the product computed above.

```lean
/-- The level shift solves the secular equation of the augmented Hessian. -/
theorem shift_secular (b f : ℝ) {e : ℝ} (he : e = 1 ∨ e = -1) :
    shift b f e * (shift b f e - b) = f ^ 2 := by
  have hs : √(b ^ 2 + 4 * f ^ 2) ^ 2 = b ^ 2 + 4 * f ^ 2 := Real.sq_sqrt (by positivity)
  unfold shift
  rcases he with rfl | rfl <;> linear_combination hs / 4
```

Next comes the side on which $u$ lies. From $b^2 < R^2$, the lemma `abs_lt_of_sq_lt_sq'` yields $-R < b < R$. One half of this settles $e = 1$, the other $e = -1$.

```lean
/-- For a nonzero gradient component, the shift minus the Hessian eigenvalue has the
sign of `e`. -/
theorem shift_gap_pos (b : ℝ) {f e : ℝ} (hf : f ≠ 0) (he : e = 1 ∨ e = -1) :
    0 < e * (shift b f e - b) := by
  have hs : √(b ^ 2 + 4 * f ^ 2) ^ 2 = b ^ 2 + 4 * f ^ 2 := Real.sq_sqrt (by positivity)
  have hf2 : 0 < f ^ 2 := by positivity
  -- the square root exceeds the absolute value of the curvature
  have hb := abs_lt_of_sq_lt_sq' (show b ^ 2 < √(b ^ 2 + 4 * f ^ 2) ^ 2 by linarith)
    (Real.sqrt_nonneg _)
  obtain ⟨h1, h2⟩ := hb
  unfold shift
  rcases he with rfl | rfl <;> linarith
```

Q: And the division in `step`?

A: It is removed once, as soon as the hypothesis $f \neq 0$ has shown that the denominator is nonzero. That gives `hbal`, which is $(u-b)h = f$. For $fh = u$, the proof multiplies both sides by $u-b$, compares them through the secular equation, and cancels the factor.

```lean
/-- The step balances the gradient against the shifted curvature, and the first-order
energy change along it equals the level shift. -/
theorem step_equations (b : ℝ) {f e : ℝ} (hf : f ≠ 0) (he : e = 1 ∨ e = -1) :
    (shift b f e - b) * step b f e = f ∧ f * step b f e = shift b f e := by
  have hgap : shift b f e - b ≠ 0 := right_ne_zero_of_mul (shift_gap_pos b hf he).ne'
  have hne : b - shift b f e ≠ 0 := fun h => hgap (by linarith)
  have hdiv : step b f e * (b - shift b f e) = -f := div_mul_cancel₀ _ hne
  have hbal : (shift b f e - b) * step b f e = f := by linear_combination -hdiv
  refine ⟨hbal, mul_left_cancel₀ hgap ?_⟩
  linear_combination f * hbal - shift_secular b f he
```

The main theorem now follows the derivation closely. `hbal` rules out $h = 0$, since that would force $f = 0$. Then `h1` is $e\,fh = e(u-b)h^2$, and `h2` is $e\,q(h) = Rh^2/2$. Both right-hand sides are products of positive factors.

```lean
/-- For a nonzero gradient component the partitioned RFO step has a nonzero denominator,
and both its first-order and its quadratic energy change have the sign of `e`,
for every Hessian eigenvalue `b`. -/
theorem prfo_step_sign (b : ℝ) {f e : ℝ} (hf : f ≠ 0) (he : e = 1 ∨ e = -1) :
    b - shift b f e ≠ 0 ∧ 0 < e * (f * step b f e) ∧
      0 < e * quadModel b f (step b f e) := by
  have hpos := shift_gap_pos b hf he
  obtain ⟨hbal, -⟩ := step_equations b hf he
  have hgap : shift b f e - b ≠ 0 := right_ne_zero_of_mul hpos.ne'
  have hstep : step b f e ≠ 0 := by
    intro h
    rw [h, mul_zero] at hbal
    exact hf hbal.symm
  have hh : 0 < step b f e ^ 2 := by positivity
  have hf2 : 0 < f ^ 2 := by positivity
  have hroot : 0 < √(b ^ 2 + 4 * f ^ 2) := Real.sqrt_pos.mpr (by positivity)
  have he2 : e ^ 2 = 1 := by rcases he with rfl | rfl <;> norm_num
  have hu : shift b f e = (b + e * √(b ^ 2 + 4 * f ^ 2)) / 2 := rfl
  refine ⟨fun h => hgap (by linarith), ?_, ?_⟩
  · have h1 : e * (f * step b f e) = e * (shift b f e - b) * step b f e ^ 2 := by
      linear_combination -(e * step b f e) * hbal
    rw [h1]
    exact mul_pos hpos hh
  · -- the quadratic change is half the square root times the squared step, with sign e
    have h2 : e * quadModel b f (step b f e)
        = √(b ^ 2 + 4 * f ^ 2) / 2 * step b f e ^ 2 := by
      unfold quadModel
      linear_combination -(e * step b f e) * hbal + e * step b f e ^ 2 * hu
        + √(b ^ 2 + 4 * f ^ 2) / 2 * step b f e ^ 2 * he2
    rw [h2]
    positivity
```

Q: I would still like to see that this shift belongs to the augmented Hessian, and not merely that it satisfies the same quadratic equation.

A: The next theorem is an equivalence, again for $f \neq 0$. A pair $(x,\mu)$ solves the eigenvalue equation with vector $(x,1)$ exactly when, for one of the two signs, $\mu$ is the shift and $x$ the step.

In the proof, `key` writes the matrix equation as its two components. From left to right, `hprod` factorises the secular equation as $(2\mu-b-R)(2\mu-b+R) = 0$. Each factor selects a sign, and cancelling $u-b$ then identifies $x$. From right to left, `step_equations` supplies both components.

```lean
/-- The eigenpairs of the augmented Hessian with eigenvector `(x, 1)` are exactly the
shifts and steps of partitioned RFO for the two signs. -/
theorem augHessian_eigenpair_iff (b : ℝ) {f : ℝ} (hf : f ≠ 0) (x μ : ℝ) :
    augHessian b f *ᵥ ![x, 1] = μ • ![x, 1] ↔
      ∃ e : ℝ, (e = 1 ∨ e = -1) ∧ μ = shift b f e ∧ x = step b f e := by
  have key : augHessian b f *ᵥ ![x, 1] = μ • ![x, 1] ↔
      b * x + f = μ * x ∧ f * x = μ := by
    simp [augHessian, funext_iff, Fin.forall_fin_two]
    rw [mul_comm x b, mul_comm x f]
  rw [key]
  constructor
  · rintro ⟨h1, h2⟩
    have hs : √(b ^ 2 + 4 * f ^ 2) ^ 2 = b ^ 2 + 4 * f ^ 2 := Real.sq_sqrt (by positivity)
    -- the secular equation leaves two roots
    have hprod : (2 * μ - b - √(b ^ 2 + 4 * f ^ 2)) *
        (2 * μ - b + √(b ^ 2 + 4 * f ^ 2)) = 0 := by
      linear_combination -hs - 4 * f * h1 + 4 * (b - μ) * h2
    have hroot : ∃ e : ℝ, (e = 1 ∨ e = -1) ∧ μ = shift b f e := by
      rcases mul_eq_zero.mp hprod with h | h
      · exact ⟨1, Or.inl rfl, by unfold shift; linarith⟩
      · exact ⟨-1, Or.inr rfl, by unfold shift; linarith⟩
    obtain ⟨e, he, hμ⟩ := hroot
    refine ⟨e, he, hμ, ?_⟩
    have hgap : shift b f e - b ≠ 0 := right_ne_zero_of_mul (shift_gap_pos b hf he).ne'
    apply mul_left_cancel₀ hgap
    rw [(step_equations b hf he).1, ← hμ]
    linear_combination -h1
  · rintro ⟨e, he, rfl, rfl⟩
    obtain ⟨hbal, hslope⟩ := step_equations b hf he
    exact ⟨by linear_combination -hbal, hslope⟩
```

Q: Fixing the last entry to 1 could lose an eigenvector.

A: Not for $f \neq 0$: if the last entry were zero, the second component of the equation would read $fx = 0$, and the whole vector would vanish. Every eigenvector can therefore be scaled to this form.

Q: That leaves the claim that the step optimises the rational model. Is it only a stationary point?

A: No, for $f \neq 0$, which both remaining theorems assume, it is a global optimum. First, the value at the step is found by clearing the positive denominator $1+h^2$ and using the two step equations.

```lean
/-- At the partitioned RFO step the rational function model equals half the level shift. -/
theorem ratModel_step (b : ℝ) {f e : ℝ} (hf : f ≠ 0) (he : e = 1 ∨ e = -1) :
    ratModel b f (step b f e) = shift b f e / 2 := by
  obtain ⟨hbal, hslope⟩ := step_equations b hf he
  have hden : 1 + step b f e ^ 2 ≠ 0 := by positivity
  unfold ratModel quadModel
  rw [div_eq_iff hden]
  linear_combination hslope / 2 - step b f e / 2 * hbal
```

The last theorem says that for every $x \neq h$, `e * ratModel b f x` is strictly smaller than the same expression at the step. For $e = 1$ this makes $h$ the unique global maximiser. For $e = -1$ the inequality reverses when the sign is removed, and $h$ is the unique global minimiser. The identity `hid` is the completed square from before, multiplied by $e$. Its right-hand side is positive by `shift_gap_pos`, and `div_lt_iff₀` moves the denominator $1+x^2$ across the inequality.

```lean
/-- The partitioned RFO step is the unique global maximiser of the rational function model
for `e = 1` and its unique global minimiser for `e = -1`. -/
theorem ratModel_strict_extremum (b : ℝ) {f e : ℝ} (hf : f ≠ 0) (he : e = 1 ∨ e = -1)
    {x : ℝ} (hx : x ≠ step b f e) :
    e * ratModel b f x < e * ratModel b f (step b f e) := by
  obtain ⟨hbal, hslope⟩ := step_equations b hf he
  have hsub : x - step b f e ≠ 0 := sub_ne_zero.mpr hx
  have hsq : 0 < (x - step b f e) ^ 2 := by positivity
  have hpos := mul_pos (shift_gap_pos b hf he) hsq
  -- completing the square around the step
  have hid : e * (shift b f e / 2) * (1 + x ^ 2) - e * quadModel b f x
      = e * (shift b f e - b) * (x - step b f e) ^ 2 / 2 := by
    unfold quadModel
    linear_combination e * (x - step b f e / 2) * hbal - e / 2 * hslope
  rw [ratModel_step b hf he]
  unfold ratModel
  rw [← mul_div_assoc, div_lt_iff₀ (by positivity)]
  linarith

end

end PartitionedRFO
```

```lean
#print axioms PartitionedRFO.prfo_step_sign
#print axioms PartitionedRFO.augHessian_eigenpair_iff
#print axioms PartitionedRFO.ratModel_step
#print axioms PartitionedRFO.ratModel_strict_extremum
```

```
'PartitionedRFO.prfo_step_sign' depends on axioms: [propext, Classical.choice, Quot.sound]
'PartitionedRFO.augHessian_eigenpair_iff' depends on axioms: [propext, Classical.choice, Quot.sound]
'PartitionedRFO.ratModel_step' depends on axioms: [propext, Classical.choice, Quot.sound]
'PartitionedRFO.ratModel_strict_extremum' depends on axioms: [propext, Classical.choice, Quot.sound]
```

Q: So a positive curvature doesn't stop the upper root from climbing.

A: Right. For $b = 3$, $f = 2$, $e = 1$ we get $R = 5$, $u = 4$ and $h = 2$. The predicted change is $q(h) = 4 + 6 = 10$, uphill, whereas the Newton step $-2/3$ would give $-2/3$, downhill.
